# The short-range part of the Yukawa potential as a pair of complementary error functions

## Definitions and units

Two unit charges at distance \(r>0\) interact through the Yukawa potential \(e^{-\kappa r}/r\), in units where the Coulomb potential is \(1/r\). The constant \(\kappa\) is an inverse screening length, which stands for the response of a surrounding medium such as an electrolyte; here it is given, not derived. The splitting parameter \(\alpha>0\) is also an inverse length. The complementary error function is

\[
\operatorname{erfc}(x)=\frac{2}{\sqrt\pi}\int_x^\infty e^{-t^2}\,dt .
\]

With the kernel \(K(t)=\exp\!\big(-r^2t^2-\kappa^2/(4t^2)\big)\), the short-range and long-range parts are

\[
S(\alpha)=\frac{2}{\sqrt\pi}\int_\alpha^\infty K(t)\,dt,\qquad
L(\alpha)=\frac{2}{\sqrt\pi}\int_0^\alpha K(t)\,dt .
\]

## Closed form and limit by differentiation in \(\alpha\)

The claim is that \(S(\alpha)=E(\alpha)\), where

\[
E(\alpha)=\frac{e^{\kappa r}\operatorname{erfc}(u_+)+e^{-\kappa r}\operatorname{erfc}(u_-)}{2r},
\qquad u_\pm=\alpha r\pm\frac{\kappa}{2\alpha}.
\]

Squaring the arguments gives \(u_\pm^2=\alpha^2r^2\pm\kappa r+\kappa^2/(4\alpha^2)\), hence

\[
e^{\pm\kappa r}e^{-u_\pm^2}=K(\alpha).
\]

Since \(\operatorname{erfc}'(x)=-(2/\sqrt\pi)e^{-x^2}\) and \(du_\pm/d\alpha=r\mp\kappa/(2\alpha^2)\),

\[
E'(\alpha)=-\frac{2}{\sqrt\pi}\,K(\alpha)\,
\frac{\big(r-\frac{\kappa}{2\alpha^2}\big)+\big(r+\frac{\kappa}{2\alpha^2}\big)}{2r}
=-\frac{2}{\sqrt\pi}K(\alpha).
\]

As \(\alpha\to\infty\), both arguments tend to \(+\infty\) and \(E\to0\). Integrating \(E'\) from \(\alpha\) to \(\infty\) gives \(E(\alpha)=S(\alpha)\).

Now let \(\kappa>0\) and \(\alpha\to0^+\). Then \(u_+\to+\infty\) and \(u_-\to-\infty\), so the two error functions tend to 0 and 2, and \(S(\alpha)\to 2e^{-\kappa r}/(2r)=e^{-\kappa r}/r\).

Because \(K(t)\le e^{-r^2t^2}\), the kernel is integrable and \(L(\alpha)\to0\) in the same limit. The sum \(S(\alpha)+L(\alpha)\) is the integral over all \(t>0\) and does not depend on \(\alpha\), so it equals its limit:

\[
S(\alpha)+L(\alpha)=\frac{e^{-\kappa r}}{r}.
\]

For a numerical instance, take \(r=1\), \(\kappa=2\), \(\alpha=1\). The arguments are \(u_+=2\) and \(u_-=0\). With \(\operatorname{erfc}(2)\approx0.004678\) and \(\operatorname{erfc}(0)=1\),

\[
S=\tfrac12\big(e^{2}\operatorname{erfc}(2)+e^{-2}\big)\approx\tfrac12(0.0346+0.1353)\approx0.0849 .
\]

The full potential is \(e^{-2}\approx0.1353\), which leaves \(L\approx0.0504\).

When a periodic system with this fixed-\(\kappa\) pair potential is treated by Ewald summation, \(S\) is the term summed in real space and \(L\) the term handled in reciprocal space. The theorems concern one pair at one distance; they do not treat the lattice sum, its Fourier form or the self-energy.

## The definitions in Lean

```lean
import Mathlib

open MeasureTheory Filter Set Topology

namespace YukawaEwaldSplit

noncomputable section
```

All quantities are real numbers. `Ioi x` is the half-line \((x,\infty)\), so the error function is defined by its tail integral.

```lean
/-- The complementary error function: the tail integral of `exp (-t ^ 2)` above `x`, multiplied by
`2 / √π`. -/
def erfc (x : ℝ) : ℝ := 2 / √Real.pi * ∫ t in Ioi x, Real.exp (-t ^ 2)
```

The kernel takes its arguments in the order \(\kappa, r, t\).

```lean
/-- The integrand of the Ewald representation of the screened Coulomb potential. -/
def kernel (κ r t : ℝ) : ℝ := Real.exp (-r ^ 2 * t ^ 2 - κ ^ 2 / (4 * t ^ 2))
```

`shortRange α κ r` is \(S(\alpha)\), and `longRange α κ r` is \(L(\alpha)\), written as an oriented interval integral.

```lean
/-- The short-range (real-space) part of the potential: splitting variable above `α`. -/
def shortRange (α κ r : ℝ) : ℝ := 2 / √Real.pi * ∫ t in Ioi α, kernel κ r t

/-- The long-range (reciprocal-space) part: splitting variable between `0` and `α`. -/
def longRange (α κ r : ℝ) : ℝ := 2 / √Real.pi * ∫ t in (0 : ℝ)..α, kernel κ r t
```

The closed form \(E(\alpha)\) is a separate function, whose equality with \(S(\alpha)\) has to be proved.

```lean
/-- The sum of two complementary error functions, weighted by `exp (κ * r)` and `exp (-κ * r)`,
divided by `2 * r`. -/
def erfcPair (α κ r : ℝ) : ℝ :=
  (Real.exp (κ * r) * erfc (α * r + κ / (2 * α)) +
    Real.exp (-κ * r) * erfc (α * r - κ / (2 * α))) / (2 * r)
```

Another model would define the long-range part by its three-dimensional Fourier transform, \(4\pi e^{-(k^2+\kappa^2)/(4\alpha^2)}/(k^2+\kappa^2)\). The reciprocal-space formula would then hold by definition, and recovering the split in \(r\) would require a Fourier inversion.

## Slope and limits of the error function

The first lemma cuts a half-line integral at \(x\). It holds for either sign of \(x\), because the interval integral is oriented.

```lean
private lemma integral_split {f : ℝ → ℝ} (hf : Integrable f) (x : ℝ) :
    (∫ t in (0 : ℝ)..x, f t) + ∫ t in Ioi x, f t = ∫ t in Ioi (0 : ℝ), f t := by
  have h1 := intervalIntegral.integral_Iic_add_Ioi (b := x) hf.integrableOn hf.integrableOn
  have h2 := intervalIntegral.integral_Iic_add_Ioi (b := (0 : ℝ))
    hf.integrableOn hf.integrableOn
  have h3 := intervalIntegral.integral_Iic_sub_Iic (a := (0 : ℝ)) (b := x)
    hf.integrableOn hf.integrableOn
  linarith
```

The next four results supply the integrability of the Gaussian, its two half-line integrals \(\sqrt\pi/2\), and the normalisation.

```lean
private lemma gauss_integrable : Integrable (fun t : ℝ => Real.exp (-t ^ 2)) := by
  simpa using integrable_exp_neg_mul_sq (b := 1) one_pos

private lemma gauss_Ioi : ∫ t in Ioi (0 : ℝ), Real.exp (-t ^ 2) = √Real.pi / 2 := by
  simpa using integral_gaussian_Ioi 1

private lemma gauss_Iic : ∫ t in Iic (0 : ℝ), Real.exp (-t ^ 2) = √Real.pi / 2 := by
  have h1 := intervalIntegral.integral_Iic_add_Ioi (b := (0 : ℝ))
    gauss_integrable.integrableOn gauss_integrable.integrableOn
  have h2 : ∫ t : ℝ, Real.exp (-t ^ 2) = √Real.pi := by simpa using integral_gaussian 1
  rw [gauss_Ioi, h2] at h1
  linarith

private lemma norm_const : 2 / √Real.pi * (√Real.pi / 2) = 1 := by
  have hs : √Real.pi ≠ 0 := (Real.sqrt_pos.mpr Real.pi_pos).ne'
  field_simp
```

Cutting the integral at \(x\) and using its value over \((0,\infty)\) gives \(\operatorname{erfc}(x)=1-(2/\sqrt\pi)\int_0^x e^{-t^2}dt\), which moves the variable to the upper limit of an integral.

```lean
private lemma erfc_eq (x : ℝ) :
    erfc x = 1 - 2 / √Real.pi * ∫ t in (0 : ℝ)..x, Real.exp (-t ^ 2) := by
  have h := integral_split gauss_integrable x
  rw [gauss_Ioi] at h
  unfold erfc
  linear_combination (2 / √Real.pi) * h + norm_const
```

The fundamental theorem of calculus then yields the slope.

```lean
/-- The slope of the complementary error function at `x` is `-(2 / √π) * exp (-x ^ 2)`. -/
theorem hasDerivAt_erfc (x : ℝ) :
    HasDerivAt erfc (-(2 / √Real.pi) * Real.exp (-x ^ 2)) x := by
  have hc : Continuous (fun t : ℝ => Real.exp (-t ^ 2)) := by fun_prop
  have h := ((hc.integral_hasStrictDerivAt 0 x).hasDerivAt.const_mul
    (2 / √Real.pi)).const_sub 1
  rw [show erfc = _ from funext erfc_eq]
  exact h.congr_deriv (by ring)
```

The same formula gives the limits 0 at \(+\infty\) and 2 at \(-\infty\).

```lean
private lemma erfc_atTop : Tendsto erfc atTop (𝓝 0) := by
  have h := intervalIntegral_tendsto_integral_Ioi (0 : ℝ)
    gauss_integrable.integrableOn tendsto_id
  rw [gauss_Ioi] at h
  have h2 := (h.const_mul (2 / √Real.pi)).const_sub 1
  rw [norm_const, sub_self] at h2
  exact h2.congr (fun x => (erfc_eq x).symm)

private lemma erfc_atBot : Tendsto erfc atBot (𝓝 2) := by
  have h := intervalIntegral_tendsto_integral_Iic (0 : ℝ)
    gauss_integrable.integrableOn tendsto_id
  rw [gauss_Iic] at h
  have h2 := (h.const_mul (2 / √Real.pi)).const_add 1
  rw [norm_const, one_add_one_eq_two] at h2
  refine h2.congr (fun x => ?_)
  show 1 + 2 / √Real.pi * (∫ t in x..(0 : ℝ), Real.exp (-t ^ 2)) = erfc x
  rw [erfc_eq, intervalIntegral.integral_symm x 0]
  ring
```

## The derivative of the closed form

This theorem is the computation of \(E'\), for every real \(\kappa\) and positive \(r\) and \(t\), with \(t\) the value of the splitting parameter. The facts `hp` and `hm` are the chain rule for \(\operatorname{erfc}(u_+)\) and \(\operatorname{erfc}(u_-)\); `e1` and `e2` are the two completed squares. The final `linear_combination` weights them by \(du_\pm/d\alpha\), and the terms in \(\kappa/(2t^2)\) cancel.

```lean
/-- Changing the splitting parameter changes the screened error-function pair at a rate
given by minus the normalised Ewald kernel. -/
theorem hasDerivAt_erfcPair {r t : ℝ} (κ : ℝ) (hr : 0 < r) (ht : 0 < t) :
    HasDerivAt (fun s => erfcPair s κ r) (-(2 / √Real.pi) * kernel κ r t) t := by
  have hi : HasDerivAt (fun s : ℝ => κ / (2 * s)) (-(κ / (2 * t ^ 2))) t := by
    have e : (fun s : ℝ => κ / (2 * s)) = fun s => κ / 2 * s⁻¹ := by
      ext s
      ring
    rw [e]
    exact ((hasDerivAt_inv ht.ne').const_mul (κ / 2)).congr_deriv (by ring)
  have hl : HasDerivAt (fun s : ℝ => s * r) r t := hasDerivAt_mul_const r
  have hp := (hasDerivAt_erfc (t * r + κ / (2 * t))).comp t (hl.fun_add hi)
  have hm := (hasDerivAt_erfc (t * r - κ / (2 * t))).comp t (hl.fun_sub hi)
  -- completing the square: both exponentials collapse to the same kernel
  have e1 : Real.exp (κ * r) * Real.exp (-(t * r + κ / (2 * t)) ^ 2) = kernel κ r t := by
    rw [kernel, ← Real.exp_add]
    congr 1
    field_simp
    ring
  have e2 : Real.exp (-κ * r) * Real.exp (-(t * r - κ / (2 * t)) ^ 2) = kernel κ r t := by
    rw [kernel, ← Real.exp_add]
    congr 1
    field_simp
    ring
  have h := ((hp.const_mul (Real.exp (κ * r))).fun_add
    (hm.const_mul (Real.exp (-κ * r)))).div_const (2 * r)
  refine h.congr_deriv ?_
  have h2r : 2 * r ≠ 0 := by positivity
  rw [div_eq_iff h2r]
  linear_combination (-(2 / √Real.pi) * (r - κ / (2 * t ^ 2))) * e1 +
    (-(2 / √Real.pi) * (r + κ / (2 * t ^ 2))) * e2
```

For large \(\alpha\) the term \(\alpha r\) dominates both arguments, so the closed form vanishes.

```lean
private lemma arg_atTop {r : ℝ} (hr : 0 < r) (c : ℝ) :
    Tendsto (fun s : ℝ => s * r + c * s⁻¹) atTop atTop :=
  (tendsto_id.atTop_mul_const hr).atTop_add (tendsto_inv_atTop_zero.const_mul c)

private lemma erfcPair_atTop {r : ℝ} (κ : ℝ) (hr : 0 < r) :
    Tendsto (fun s => erfcPair s κ r) atTop (𝓝 0) := by
  have hp : Tendsto (fun s : ℝ => s * r + κ / (2 * s)) atTop atTop :=
    (arg_atTop hr (κ / 2)).congr (fun s => by ring)
  have hm : Tendsto (fun s : ℝ => s * r - κ / (2 * s)) atTop atTop :=
    (arg_atTop hr (-(κ / 2))).congr (fun s => by ring)
  have h := (((erfc_atTop.comp hp).const_mul (Real.exp (κ * r))).add
    ((erfc_atTop.comp hm).const_mul (Real.exp (-κ * r)))).div_const (2 * r)
  simp only [mul_zero, add_zero, zero_div] at h
  exact h
```

## The identity and the limit of vanishing splitting parameter

`shortRange_eq` states \(S(\alpha)=E(\alpha)\) with the integral and the error functions written out, for \(\alpha,r>0\) and any real \(\kappa\). The proof applies the fundamental theorem on a half-line to \(-E\). Its derivative is nonnegative, so the existence of the limit at infinity also secures integrability.

```lean
/-- Closed form of the short-range Yukawa interaction in terms of two complementary
error functions, for any positive distance and splitting parameter. -/
theorem shortRange_eq {α r : ℝ} (κ : ℝ) (hα : 0 < α) (hr : 0 < r) :
    2 / √Real.pi * ∫ t in Ioi α, Real.exp (-r ^ 2 * t ^ 2 - κ ^ 2 / (4 * t ^ 2)) =
      (Real.exp (κ * r) * erfc (α * r + κ / (2 * α)) +
        Real.exp (-κ * r) * erfc (α * r - κ / (2 * α))) / (2 * r) := by
  change 2 / √Real.pi * ∫ t in Ioi α, kernel κ r t = erfcPair α κ r
  -- minus the closed form is an antiderivative that vanishes at infinity
  have h := integral_Ioi_of_hasDerivAt_of_nonneg'
    (g := fun s => -erfcPair s κ r) (g' := fun t => 2 / √Real.pi * kernel κ r t)
    (a := α) (l := 0)
    (fun t ht => (hasDerivAt_erfcPair κ hr (lt_of_lt_of_le hα ht)).fun_neg.congr_deriv
      (by ring))
    (fun t _ => mul_nonneg (by positivity) (Real.exp_pos _).le)
    (by simpa using (erfcPair_atTop κ hr).neg)
  rw [integral_const_mul] at h
  linarith
```

For \(\kappa>0\), the filter `𝓝[>] 0` expresses \(\alpha\to0^+\). The facts `hp` and `hm` send the arguments to opposite infinities, and the limit of \(E\) is transferred to \(S\) through the identity, which holds at every positive \(\alpha\).

```lean
/-- As the splitting parameter decreases to zero, the short-range part becomes the
Yukawa potential. -/
theorem tendsto_shortRange {κ r : ℝ} (hκ : 0 < κ) (hr : 0 < r) :
    Tendsto (fun α => shortRange α κ r) (𝓝[>] 0) (𝓝 (Real.exp (-κ * r) / r)) := by
  have h0 : Tendsto (fun s : ℝ => s * r) (𝓝[>] 0) (𝓝 0) := by
    have hc : Continuous (fun s : ℝ => s * r) := by fun_prop
    simpa using (hc.tendsto 0).mono_left nhdsWithin_le_nhds
  have hinv : Tendsto (fun s : ℝ => s⁻¹) (𝓝[>] 0) atTop := tendsto_inv_nhdsGT_zero
  -- the two arguments run off to opposite infinities
  have hp : Tendsto (fun s : ℝ => s * r + κ / (2 * s)) (𝓝[>] 0) atTop :=
    (h0.add_atTop (hinv.const_mul_atTop (half_pos hκ))).congr (fun s => by ring)
  have hm : Tendsto (fun s : ℝ => s * r - κ / (2 * s)) (𝓝[>] 0) atBot :=
    (h0.add_atBot (hinv.const_mul_atTop_of_neg (neg_lt_zero.mpr (half_pos hκ)))).congr
      (fun s => by ring)
  have h := (((erfc_atTop.comp hp).const_mul (Real.exp (κ * r))).add
    ((erfc_atBot.comp hm).const_mul (Real.exp (-κ * r)))).div_const (2 * r)
  rw [mul_zero, zero_add, mul_comm (Real.exp (-κ * r)) 2,
    mul_div_mul_left _ _ (two_ne_zero' ℝ)] at h
  refine h.congr' ?_
  filter_upwards [self_mem_nhdsWithin] with α hα
  exact (shortRange_eq κ hα hr).symm
```

## The exact split and the Coulomb case

The Gaussian bound on the kernel gives integrability.

```lean
private lemma kernel_integrable {r : ℝ} (κ : ℝ) (hr : 0 < r) :
    Integrable (fun t => kernel κ r t) := by
  have hmeas : Measurable (fun t => kernel κ r t) := by
    unfold kernel
    fun_prop
  refine (integrable_exp_neg_mul_sq (b := r ^ 2) (by positivity)).mono'
    hmeas.aestronglyMeasurable (ae_of_all _ fun t => ?_)
  rw [kernel, Real.norm_eq_abs, abs_of_pos (Real.exp_pos _)]
  apply Real.exp_le_exp.mpr
  have : 0 ≤ κ ^ 2 / (4 * t ^ 2) := by positivity
  linarith
```

The integral from 0 to \(\alpha\) is continuous in \(\alpha\) and so tends to 0. Thus \(S(\alpha)\) tends both to the full integral and to the Yukawa potential, and uniqueness of limits identifies the two.

```lean
/-- The Yukawa potential is the normalised integral of the Ewald kernel over all positive
values of the splitting variable. -/
theorem yukawa_integral {κ r : ℝ} (hκ : 0 < κ) (hr : 0 < r) :
    2 / √Real.pi * ∫ t in Ioi (0 : ℝ), kernel κ r t = Real.exp (-κ * r) / r := by
  have hK := kernel_integrable κ hr
  have hc := intervalIntegral.continuous_primitive
    (fun a b => hK.intervalIntegrable (a := a) (b := b)) 0
  have h0 : Tendsto (fun α : ℝ => ∫ t in (0 : ℝ)..α, kernel κ r t) (𝓝[>] 0) (𝓝 0) := by
    simpa using (hc.tendsto 0).mono_left nhdsWithin_le_nhds
  have h := (h0.const_sub (∫ t in Ioi (0 : ℝ), kernel κ r t)).const_mul (2 / √Real.pi)
  rw [sub_zero] at h
  refine tendsto_nhds_unique (h.congr fun α => ?_) (tendsto_shortRange hκ hr)
  rw [shortRange, ← integral_split hK α, add_sub_cancel_left]
```

Cutting the full integral at \(\alpha\) gives the split. The theorem allows any real \(\alpha\), although only positive values have the physical reading. It assumes \(\kappa>0\). The split also holds at \(\kappa=0\), where the long-range part is \((1-\operatorname{erfc}(\alpha r))/r\), but that case is not proved here; the last theorem gives only the short-range part.

```lean
/-- The Ewald split: the short-range and long-range parts add up to the Yukawa potential
for every splitting parameter. -/
theorem ewald_split {κ r : ℝ} (α : ℝ) (hκ : 0 < κ) (hr : 0 < r) :
    shortRange α κ r + longRange α κ r = Real.exp (-κ * r) / r := by
  rw [← yukawa_integral hκ hr, ← integral_split (kernel_integrable κ hr) α,
    shortRange, longRange]
  ring
```

At \(\kappa=0\) the two terms of \(E\) coincide, leaving the real-space Coulomb term \(\operatorname{erfc}(\alpha r)/r\).

```lean
/-- Without screening, the short-range part is the Coulomb potential multiplied by a
complementary error function. -/
theorem shortRange_coulomb {α r : ℝ} (hα : 0 < α) (hr : 0 < r) :
    shortRange α 0 r = erfc (α * r) / r := by
  have h : shortRange α 0 r = erfcPair α 0 r := shortRange_eq 0 hα hr
  rw [h, erfcPair]
  simp only [neg_zero, zero_mul, zero_div, add_zero, sub_zero, Real.exp_zero, one_mul]
  rw [← two_mul, mul_div_mul_left _ _ (two_ne_zero' ℝ)]

end

end YukawaEwaldSplit
```

```lean
#print axioms YukawaEwaldSplit.ewald_split
-- 'YukawaEwaldSplit.ewald_split' depends on axioms: [propext, Classical.choice, Quot.sound]
#print axioms YukawaEwaldSplit.shortRange_coulomb
-- 'YukawaEwaldSplit.shortRange_coulomb' depends on axioms: [propext, Classical.choice, Quot.sound]
```
